# A separable pseudopotential fixes its independent projectors and invertible couplings up to an invertible mixing

## Projectors, couplings and the inner product

Let $r,s$ label the elements of an orthonormal basis, or grid points with the integration weights absorbed into the functions. Let $i,j$ label projector functions $\beta_i$. Put the projectors in the columns of a matrix $B$, so that $B_{ri}=\beta_i(r)$, and the coupling coefficients in a square matrix $D$. The separable nonlocal potential is

$$V = B D B^\dagger,\qquad V_{rs}=\sum_{i,j}\beta_i(r)\,D_{ij}\,\beta_j(s)^* .$$

The projectors are independent if $Bx=By$ implies $x=y$, that is, if $B$ has full column rank. Their overlap matrix is $B^\dagger B$.

Two pseudopotential files may list different projectors and different couplings for one and the same $V$. The question is how the two lists are then related.

## The relation between two files

Let $B_1$ and $B_2$ hold equally many projectors, independent in each set, and let $D_2$ be invertible. Then

$$B_1D_1B_1^\dagger=B_2D_2B_2^\dagger \iff B_2=B_1A \ \text{ and }\ D_1=AD_2A^\dagger \ \text{ for some invertible } A .$$

Neither coupling matrix has to be Hermitian, and the invertibility of $D_1$ is a consequence. Some condition on $D_2$ is needed: if $D_1=D_2=0$, the potentials agree even when the two sets of projectors span different spaces, and then no $A$ exists.

For electronic structure calculations in a finite basis, this means that a single entry of $D$ has a meaning only together with the whole set of projectors. Keeping $\beta_1$ and replacing $\beta_2$ by $\beta_2+\beta_1$, for example, can change the coefficient of $\beta_1\beta_1^\dagger$.

## Dual functions read off the couplings

Let $B$ have independent columns. If $B^\dagger Bx=0$, then $\|Bx\|^2=x^\dagger B^\dagger Bx=0$, so $Bx=0$ and $x=0$. The square matrix $B^\dagger B$ is therefore invertible, and

$$L=(B^\dagger B)^{-1}B^\dagger \quad\text{satisfies}\quad LB=1 .$$

The rows of $L$ represent the dual functions. They recover the couplings from the potential:

$$LVL^\dagger=(LB)D(LB)^\dagger=D .$$

For fixed independent projectors, $V$ thus determines every $D_{ij}$. Coefficients are comparable when the projectors are the same.

## Finding the mixing matrix

Suppose that both files give $V$. Take $L_2$ with $L_2B_2=1$, hence $B_2^\dagger L_2^\dagger=1$. Then

$$VL_2^\dagger D_2^{-1}=B_2D_2(B_2^\dagger L_2^\dagger)D_2^{-1}=B_2 .$$

Inserting the first form of $V$ gives

$$B_2=B_1A,\qquad A=D_1B_1^\dagger L_2^\dagger D_2^{-1}.$$

If $Ax=0$, then $B_2x=B_1Ax=0$, so $x=0$, and $A$ is invertible. Finally,

$$B_1D_1B_1^\dagger=B_2D_2B_2^\dagger=B_1(AD_2A^\dagger)B_1^\dagger ,$$

and uniqueness of the couplings for the fixed projectors $B_1$ gives $D_1=AD_2A^\dagger$. The converse is the same line read with $B_2=B_1A$ and $D_1=AD_2A^\dagger$ inserted.

## Rescaling, and diagonal couplings that vanish

Replace $\beta_i$ by $c_i\beta_i$ with all $c_i\neq0$, and $D_{ij}$ by $D_{ij}/(c_ic_j^*)$. Each term of the double sum is unchanged, because the factors $c_i$ and $c_j^*$ cancel.

For two projectors, set $\beta_\pm=\beta_0\pm\beta_1$. Expanding the products gives

$$\beta_0\beta_0^\dagger-\beta_1\beta_1^\dagger=\tfrac12\left(\beta_+\beta_-^\dagger+\beta_-\beta_+^\dagger\right).$$

One file has diagonal couplings $1,-1$; the other has $0,0$ and off-diagonal couplings $1/2$. If $\beta_0,\beta_1$ are orthonormal, the normalised functions are $\beta_\pm/\sqrt2$, and their off-diagonal couplings are $1$.

## A polynomial that both files share

Write $V=PQ$ with $P=B$ and $Q=DB^\dagger$, and let $N$ and $M$ be the numbers of basis elements and projectors. For $\lambda\ne0$, evaluate the determinant of

$$\begin{pmatrix}\lambda 1_N&P\\Q&1_M\end{pmatrix}$$

by eliminating either diagonal block. The two results are $\det(\lambda-PQ)$ and $\lambda^{N-M}\det(\lambda-QP)$, so

$$\lambda^M\det(\lambda-V)=\lambda^N\det(\lambda-DB^\dagger B).$$

Both sides are polynomials that agree for all $\lambda\neq0$, hence everywhere. Equal potentials with equally many projectors therefore give the same characteristic polynomial of $DB^\dagger B$, without any assumption of independence or invertibility. Agreement of these polynomials does not in general make the potentials equal: a single normalised projector with coupling $1$ gives $\lambda-1$, whichever normalised function it is.

## Diagonalising the couplings in a calculation

To apply $V$ to an orbital vector $\psi$, a program can form the projections $p=B^\dagger\psi$, multiply them by the small matrix $D$, and assemble $B(Dp)$. If $D$ is Hermitian, write $D=U\Lambda U^\dagger$ with $U$ unitary and $\Lambda$ diagonal. The new projectors $BU$ with couplings $\Lambda$ give the same $V$, and the middle step becomes one multiplication per projector.

For $\beta_+,\beta_-$ with off-diagonal couplings $1/2$, this produces the projectors $\sqrt2\,\beta_0,\sqrt2\,\beta_1$ with couplings $1/2,-1/2$. It is again the potential that has couplings $1,-1$ with $\beta_0,\beta_1$.

## The statement in Lean's terms

In `Matrix n m ℂ`, the type `n` labels basis elements and `m` labels projectors. Both files use the same `m`, which expresses the equal number of projectors. The symbol `ᴴ` is the conjugate transpose, `potential B D` is $V$, `Independent B` is injectivity of $x\mapsto Bx$, and `IsUnit` means invertible. The theorem `potential_eq_iff` is the equivalence above, with hypotheses `h₁`, `h₂` and `hD₂`.

The model contains only the nonlocal part in one finite basis. Two files may also divide the total pseudopotential differently between local and nonlocal parts, and equality in one basis need not persist in a larger one. In ultrasoft and projector augmented-wave methods the projectors also enter an overlap operator, which this model leaves out.

```lean
import Mathlib

open Matrix
open scoped ComplexOrder

namespace MultiProjectorPseudopotential

variable {n m : Type*} [Fintype m]

/-- The separable nonlocal potential `B D Bᴴ`, with the projector functions as the columns
of `B` and the coupling coefficients as the entries of `D`. -/
def potential (B : Matrix n m ℂ) (D : Matrix m m ℂ) : Matrix n n ℂ :=
  B * D * Bᴴ

/-- The projector functions are linearly independent: `B` has full column rank, so that
different coefficient vectors give different combinations of projectors. -/
def Independent (B : Matrix n m ℂ) : Prop :=
  Function.Injective B.mulVec

/-- The matrix elements of the potential are the double sum over projectors
`∑ i j, β_i(r) D_ij β_j(s)*`. -/
theorem potential_apply (B : Matrix n m ℂ) (D : Matrix m m ℂ) (r s : n) :
    potential B D r s = ∑ i, ∑ j, B r i * D i j * star (B s j) := by
  simp only [potential, Matrix.mul_apply, Matrix.conjTranspose_apply, Finset.sum_mul]
  exact Finset.sum_comm

/-- Mixing the projectors by a matrix `A` has the same effect on the potential as replacing
the coupling matrix `D` by `A D Aᴴ`. -/
theorem potential_mul (B : Matrix n m ℂ) (A D : Matrix m m ℂ) :
    potential (B * A) D = potential B (A * D * Aᴴ) := by
  simp only [potential, Matrix.conjTranspose_mul, Matrix.mul_assoc]

/-- Linearly independent projectors have dual functions: the rows of some `L` satisfy
`L B = 1`. -/
theorem exists_dual [Fintype n] [DecidableEq m] {B : Matrix n m ℂ} (h : Independent B) :
    ∃ L : Matrix m n ℂ, L * B = 1 := by
  -- the overlap matrix of the projectors is injective, hence invertible
  have hinj : Function.Injective (Bᴴ * B).mulVec := by
    intro x y hxy
    have h0 : (Bᴴ * B) *ᵥ (x - y) = 0 := by
      rw [Matrix.mulVec_sub]
      exact sub_eq_zero.mpr hxy
    have h1 : B *ᵥ (x - y) = 0 :=
      (Matrix.conjTranspose_mul_self_mulVec_eq_zero B _).mp h0
    rw [Matrix.mulVec_sub] at h1
    exact h (sub_eq_zero.mp h1)
  have hu : IsUnit (Bᴴ * B) := Matrix.mulVec_injective_iff_isUnit.mp hinj
  obtain ⟨G, hG⟩ := hu.exists_left_inv
  exact ⟨G * Bᴴ, by rw [Matrix.mul_assoc]; exact hG⟩

/-- For one fixed set of linearly independent projectors, the potential determines every
coupling coefficient. -/
theorem coupling_unique [Fintype n] {B : Matrix n m ℂ} (hB : Independent B) {D D' : Matrix m m ℂ}
    (h : potential B D = potential B D') : D = D' := by
  classical
  obtain ⟨L, hL⟩ := exists_dual hB
  -- the dual functions read off the coupling matrix
  have key : ∀ X : Matrix m m ℂ, L * potential B X * Lᴴ = X := by
    intro X
    calc L * potential B X * Lᴴ = (L * B) * X * (L * B)ᴴ := by
          simp only [potential, Matrix.conjTranspose_mul, Matrix.mul_assoc]
      _ = X := by rw [hL, Matrix.conjTranspose_one, Matrix.mul_one, Matrix.one_mul]
  exact (key D).symm.trans (by rw [h]; exact key D')

/-- Two sets of equally many linearly independent projectors, the second with an invertible coupling
matrix, give the same potential exactly when an invertible matrix `A` mixes the first projectors
into the second and relates the couplings by `D₁ = A D₂ Aᴴ`. -/
theorem potential_eq_iff [Fintype n] [DecidableEq m] {B₁ B₂ : Matrix n m ℂ}
    {D₁ D₂ : Matrix m m ℂ}
    (h₁ : Independent B₁) (h₂ : Independent B₂) (hD₂ : IsUnit D₂) :
    potential B₁ D₁ = potential B₂ D₂ ↔
      ∃ A : Matrix m m ℂ, IsUnit A ∧ B₂ = B₁ * A ∧ D₁ = A * D₂ * Aᴴ := by
  constructor
  · intro h
    obtain ⟨L, hL⟩ := exists_dual h₂
    obtain ⟨E, hE⟩ := hD₂.exists_right_inv
    have hL' : B₂ᴴ * Lᴴ = 1 := by
      rw [← Matrix.conjTranspose_mul, hL, Matrix.conjTranspose_one]
    -- the second projectors are combinations of the first
    have hB : B₂ = B₁ * (D₁ * B₁ᴴ * Lᴴ * E) := by
      calc B₂ = B₂ * D₂ * (B₂ᴴ * Lᴴ) * E := by
            rw [hL', Matrix.mul_one, Matrix.mul_assoc, hE, Matrix.mul_one]
        _ = potential B₂ D₂ * Lᴴ * E := by simp only [potential, Matrix.mul_assoc]
        _ = potential B₁ D₁ * Lᴴ * E := by rw [h]
        _ = B₁ * (D₁ * B₁ᴴ * Lᴴ * E) := by simp only [potential, Matrix.mul_assoc]
    obtain ⟨A, hA⟩ : ∃ A : Matrix m m ℂ, B₂ = B₁ * A := ⟨_, hB⟩
    refine ⟨A, ?_, hA, ?_⟩
    · -- a singular mixing would make the second projectors dependent
      apply Matrix.mulVec_injective_iff_isUnit.mp
      intro x y hxy
      refine h₂ ?_
      rw [hA, ← Matrix.mulVec_mulVec, ← Matrix.mulVec_mulVec, hxy]
    · apply coupling_unique h₁
      rw [h, hA, potential_mul]
  · rintro ⟨A, -, hB, hD⟩
    rw [hB, hD, potential_mul]

/-- Multiplying each projector by a nonzero number `c i` and dividing each coupling
coefficient `D i j` by `c i * star (c j)` leaves the potential unchanged. -/
theorem potential_rescale (B : Matrix n m ℂ) (D : Matrix m m ℂ) (c : m → ℂ)
    (hc : ∀ i, c i ≠ 0) :
    potential (Matrix.of fun r i => c i * B r i)
      (Matrix.of fun i j => D i j / (c i * star (c j))) = potential B D := by
  ext r s
  rw [potential_apply, potential_apply]
  refine Finset.sum_congr rfl fun i _ => Finset.sum_congr rfl fun j _ => ?_
  have hi := hc i
  have hj : star (c j) ≠ 0 := star_ne_zero.mpr (hc j)
  simp only [Matrix.of_apply, star_mul']
  field_simp

/-- Two linearly independent projectors with diagonal couplings `1` and `-1` and zero off-diagonal
couplings give the same potential as their sum and difference, again linearly independent, with both
diagonal couplings zero and off-diagonal couplings `1/2`. -/
theorem diagonal_couplings_not_comparable {B : Matrix n (Fin 2) ℂ} (hB : Independent B) :
    Independent (B * (!![1, 1; 1, -1] : Matrix (Fin 2) (Fin 2) ℂ)) ∧
      potential B !![1, 0; 0, -1] =
        potential (B * (!![1, 1; 1, -1] : Matrix (Fin 2) (Fin 2) ℂ))
          !![0, 1 / 2; 1 / 2, 0] := by
  constructor
  · have hA : IsUnit (!![1, 1; 1, -1] : Matrix (Fin 2) (Fin 2) ℂ) := by
      rw [Matrix.isUnit_iff_isUnit_det, Matrix.det_fin_two_of, isUnit_iff_ne_zero]
      norm_num
    intro x y hxy
    rw [← Matrix.mulVec_mulVec, ← Matrix.mulVec_mulVec] at hxy
    exact Matrix.mulVec_injective_iff_isUnit.mpr hA (hB hxy)
  · have hD : (!![1, 1; 1, -1] : Matrix (Fin 2) (Fin 2) ℂ) *
        (!![0, 1 / 2; 1 / 2, 0] : Matrix (Fin 2) (Fin 2) ℂ) *
        (!![1, 1; 1, -1] : Matrix (Fin 2) (Fin 2) ℂ)ᴴ =
        (!![1, 0; 0, -1] : Matrix (Fin 2) (Fin 2) ℂ) := by
      ext i j
      fin_cases i <;> fin_cases j <;>
        norm_num [Matrix.mul_apply, Fin.sum_univ_succ, Matrix.conjTranspose_apply]
    rw [potential_mul, hD]

/-- If two sets of equally many projectors give the same potential, the products of coupling
matrix and projector overlap matrix, `D Bᴴ B`, have the same characteristic polynomial. -/
theorem charpoly_coupling_overlap [Fintype n] [DecidableEq m] {B₁ B₂ : Matrix n m ℂ}
    {D₁ D₂ : Matrix m m ℂ} (h : potential B₁ D₁ = potential B₂ D₂) :
    (D₁ * (B₁ᴴ * B₁)).charpoly = (D₂ * (B₂ᴴ * B₂)).charpoly := by
  classical
  -- up to powers of `X`, both are the characteristic polynomial of the potential
  have key : ∀ (B : Matrix n m ℂ) (D : Matrix m m ℂ),
      (Polynomial.X : Polynomial ℂ) ^ Fintype.card n * (D * (Bᴴ * B)).charpoly =
        Polynomial.X ^ Fintype.card m * (potential B D).charpoly := by
    intro B D
    have e := Matrix.charpoly_mul_comm' (D * Bᴴ) B
    simpa only [potential, Matrix.mul_assoc] using e
  apply mul_left_cancel₀ (pow_ne_zero (Fintype.card n) (Polynomial.X_ne_zero (R := ℂ)))
  rw [key, key, h]

end MultiProjectorPseudopotential
```

```lean
#print axioms MultiProjectorPseudopotential.potential_eq_iff
-- 'MultiProjectorPseudopotential.potential_eq_iff' depends on axioms: [propext, Classical.choice, Quot.sound]
#print axioms MultiProjectorPseudopotential.potential_rescale
-- 'MultiProjectorPseudopotential.potential_rescale' depends on axioms: [propext, Classical.choice, Quot.sound]
#print axioms MultiProjectorPseudopotential.diagonal_couplings_not_comparable
-- 'MultiProjectorPseudopotential.diagonal_couplings_not_comparable' depends on axioms: [propext, Classical.choice, Quot.sound]
#print axioms MultiProjectorPseudopotential.charpoly_coupling_overlap
-- 'MultiProjectorPseudopotential.charpoly_coupling_overlap' depends on axioms: [propext, Classical.choice, Quot.sound]
```

## From the overlap matrix to the equivalence

`potential_apply` expands the matrix product into the double sum, and `potential_mul` moves a mixing matrix from the projectors into the couplings.

In `exists_dual`, the step `h1` is the norm argument: a vector annihilated by $B^\dagger B$ is annihilated by $B$. Applied to the difference `x - y`, it makes the overlap matrix injective and hence invertible. Its left inverse `G` gives the dual matrix `G * Bᴴ`.

In `coupling_unique`, the statement `key` is $LVL^\dagger=D$ for an arbitrary coupling matrix. Applying it to both couplings proves them equal.

The forward half of `potential_eq_iff` takes `L` for the second projectors and `E` for the inverse of $D_2$. The `calc` block is the computation of $B_2=B_1A$. Injectivity of $B_2$ then gives invertibility of `A`, and `coupling_unique h₁` reduces the relation between the couplings to an equality of potentials, which `potential_mul` settles. The reverse half is substitution followed by `potential_mul`.

## How the consequences are checked

`potential_rescale` compares the double sums term by term, and `field_simp` cancels the nonzero factors.

In `diagonal_couplings_not_comparable`, the mixing matrix has determinant $-2$, so the sum and difference remain independent. The four entries of $AD_2A^\dagger$ are computed explicitly, and `potential_mul` turns the result into equality of the potentials.

For `charpoly_coupling_overlap`, Mathlib's `Matrix.charpoly_mul_comm'` supplies the determinant identity. Since the potentials are equal, the right-hand sides of `key` agree for the two files, and cancelling the common power of the polynomial variable leaves the claim.
